# To first order in α, photons below a cutoff L add 4αL/(3π) to the mass of a free electron in the dipole approximation

In a nonrelativistic calculation of a radiative level shift, one subtracts the energy shift that a free electron would have, because the measured mass already contains it. This subtraction relies on the free shift being proportional to \(p^2\), as a change of mass would make it. Here that is derived for a spinless electron in the dipole approximation, with recoil neglected.

```lean
import Mathlib

open Real Matrix

namespace PauliFierzMass

noncomputable section
```

Units are \(\hbar=c=1\), \(\alpha\) is the fine-structure constant, \(m\) the bare mass and \(p=(p_0,p_1,p_2)\) the electron momentum. A photon of energy \(k\) travels along the unit vector \(n\) with polar angle \(\theta\) and azimuth \(\varphi\).

```lean
/-- The photon direction with polar angle `θ` and azimuth `φ`. -/
def dir (θ φ : ℝ) : Fin 3 → ℝ := ![sin θ * cos φ, sin θ * sin φ, cos θ]
```

Two real unit vectors \(\varepsilon_0,\varepsilon_1\), orthogonal to \(n\) and to each other, describe its polarization.

```lean
/-- The two linear polarization vectors of a photon with direction `dir θ φ`. -/
def pol (θ φ : ℝ) : Fin 2 → Fin 3 → ℝ :=
  ![![cos θ * cos φ, cos θ * sin φ, -sin θ], ![-sin φ, cos φ, 0]]
```

With \(e^2=4\pi\alpha\), the coupling \(-(e/m)\,p\cdot A\) emits one photon with amplitude

\[
a_s=-\frac{e}{m}\,\frac{p\cdot\varepsilon_s}{\sqrt{2k(2\pi)^3}} .
\]

```lean
/-- Amplitude for an electron of momentum `p` to emit a photon of energy `k` through the
coupling `-(e/m) p·A` in the dipole approximation, with `e² = 4πα` and `ħ = c = 1`. -/
def amp (α m : ℝ) (p : Fin 3 → ℝ) (k θ φ : ℝ) (s : Fin 2) : ℝ :=
  -(√(4 * π * α) / m * (p ⬝ᵥ pol θ φ s) / √(2 * k * (2 * π) ^ 3))
```

Without recoil the intermediate state lies higher by \(k\), so second-order perturbation theory gives minus the integral of \(\sum_s a_s^2/k\) over \(k^2\sin\theta\,d\varphi\,d\theta\,dk\). The file takes this formula as its definition of the shift and does not derive it from an operator on Fock space. The \(A^2\) term is left out; at this order it adds only a constant independent of \(p\). The angular part comes first.

```lean
/-- Second-order energy lowering per unit photon energy, with electron recoil neglected. -/
def shiftDensity (α m : ℝ) (p : Fin 3 → ℝ) (k : ℝ) : ℝ :=
  ∫ θ in (0 : ℝ)..π, ∫ φ in (0 : ℝ)..(2 * π),
    (∑ s, amp α m p k θ φ s ^ 2) / k * (k ^ 2 * sin θ)
```

The photon energy then runs up to a cutoff \(L\), which stands for the limit of the nonrelativistic dipole description.

```lean
/-- Second-order energy shift from all photons with energy up to the cutoff `L`. -/
def energyShift (α m L : ℝ) (p : Fin 3 → ℝ) : ℝ :=
  -∫ k in (0 : ℝ)..L, shiftDensity α m p k
```

The candidate for the added mass is \(D=4\alpha L/(3\pi)\).

```lean
/-- The electromagnetic mass `4αL/(3π)` for the cutoff `L`. -/
def emMass (α L : ℝ) : ℝ := 4 * α * L / (3 * π)
```

## Summing over polarizations and directions

Since \(\varepsilon_0,\varepsilon_1,n\) form an orthonormal basis,

\[
\sum_s (p\cdot\varepsilon_s)^2=p^2-(p\cdot n)^2 .
\]

Lean checks this in components, using \(\sin^2+\cos^2=1\) for both angles.

```lean
/-- Summing over both polarizations leaves the part of `p²` transverse to the photon. -/
theorem polarization_sum (p : Fin 3 → ℝ) (θ φ : ℝ) :
    ∑ s, (p ⬝ᵥ pol θ φ s) ^ 2 = p ⬝ᵥ p - (p ⬝ᵥ dir θ φ) ^ 2 := by
  simp [pol, dir, dotProduct, Fin.sum_univ_three]
  linear_combination ((p 0 * cos φ + p 1 * sin φ) ^ 2 + p 2 ^ 2) * sin_sq_add_cos_sq θ
    + (p 0 ^ 2 + p 1 ^ 2) * sin_sq_add_cos_sq φ
```

The polar integrals needed are \(\int_0^\pi\sin\theta\,d\theta=2\) and \(\int_0^\pi\cos^2\theta\sin\theta\,d\theta=2/3\), with antiderivatives \(-\cos\theta\) and \(-\tfrac13\cos^3\theta\).

```lean
/-- The polar-angle integral of `a sin θ + b cos² θ sin θ` is `2a + 2b/3`. -/
theorem polar_integral (a b : ℝ) :
    ∫ θ in (0 : ℝ)..π, (a * sin θ + b * (cos θ ^ 2 * sin θ)) = 2 * a + 2 * b / 3 := by
  have h : ∀ t ∈ Set.uIcc 0 π, HasDerivAt
      (fun t => -a * cos t + -b / 3 * (cos t * (cos t * cos t)))
      (a * sin t + b * (cos t ^ 2 * sin t)) t := by
    intro t _
    have hc := Real.hasDerivAt_cos t
    exact ((hc.const_mul (-a)).fun_add
      ((hc.fun_mul (hc.fun_mul hc)).const_mul (-b / 3))).congr_deriv (by ring)
  rw [intervalIntegral.integral_eq_sub_of_hasDerivAt h
    (Continuous.intervalIntegrable (by fun_prop) _ _)]
  simp only [cos_pi, cos_zero]
  ring
```

Over a full turn in \(\varphi\), the cross terms vanish and \(\cos^2\varphi\) and \(\sin^2\varphi\) each give \(\pi\). Hence

\[
\int_0^{2\pi}\sum_s(p\cdot\varepsilon_s)^2\,d\varphi
=\pi\left[(1+\cos^2\theta)(p_0^2+p_1^2)+2\sin^2\theta\,p_2^2\right].
\]

The proof differentiates an explicit antiderivative and evaluates it at the endpoints.

```lean
/-- The azimuthal integral of the squared transverse momentum at fixed polar angle. -/
theorem azimuthal_integral (p : Fin 3 → ℝ) (θ : ℝ) :
    ∫ φ in (0 : ℝ)..(2 * π), ∑ s, (p ⬝ᵥ pol θ φ s) ^ 2 =
      π * ((1 + cos θ ^ 2) * (p 0 ^ 2 + p 1 ^ 2) + 2 * sin θ ^ 2 * p 2 ^ 2) := by
  have hf : ∀ φ, ∑ s, (p ⬝ᵥ pol θ φ s) ^ 2 =
      (p 0 * cos θ * cos φ + p 1 * cos θ * sin φ - p 2 * sin θ) ^ 2
        + (p 1 * cos φ - p 0 * sin φ) ^ 2 := by
    intro φ
    rw [polarization_sum]
    simp only [dir, dotProduct, Fin.sum_univ_three, Matrix.cons_val]
    linear_combination -((p 0 * cos φ + p 1 * sin φ) ^ 2 + p 2 ^ 2) * sin_sq_add_cos_sq θ
      - (p 0 ^ 2 + p 1 ^ 2) * sin_sq_add_cos_sq φ
  simp_rw [hf]
  -- an explicit antiderivative in the azimuth
  have h : ∀ t ∈ Set.uIcc 0 (2 * π), HasDerivAt
      (fun t => ((p 0 ^ 2 + p 1 ^ 2) * (1 + cos θ ^ 2) / 2 + p 2 ^ 2 * sin θ ^ 2) * t
        + (p 1 ^ 2 - p 0 ^ 2) * (1 - cos θ ^ 2) / 2 * (sin t * cos t)
        + p 0 * p 1 * (cos θ ^ 2 - 1) * (sin t * sin t)
        + -2 * p 0 * p 2 * cos θ * sin θ * sin t
        + 2 * p 1 * p 2 * cos θ * sin θ * cos t)
      ((p 0 * cos θ * cos t + p 1 * cos θ * sin t - p 2 * sin θ) ^ 2
        + (p 1 * cos t - p 0 * sin t) ^ 2) t := by
    intro t _
    have hs := Real.hasDerivAt_sin t
    have hc := Real.hasDerivAt_cos t
    refine ((((((hasDerivAt_id' t).const_mul _).fun_add
      ((hs.fun_mul hc).const_mul _)).fun_add ((hs.fun_mul hs).const_mul _)).fun_add
      (hs.const_mul _)).fun_add (hc.const_mul _)).congr_deriv ?_
    linear_combination
      -((p 0 ^ 2 + p 1 ^ 2) * (1 + cos θ ^ 2) / 2) * sin_sq_add_cos_sq t
  rw [intervalIntegral.integral_eq_sub_of_hasDerivAt h
    (Continuous.intervalIntegrable (by fun_prop) _ _)]
  simp only [sin_two_pi, cos_two_pi, sin_zero, cos_zero]
  ring
```

Weighted with \(\sin\theta\), both \(1+\cos^2\theta\) and \(2\sin^2\theta\) integrate to \(8/3\), so the total is \(8\pi p^2/3\).

```lean
/-- Over all photon directions the squared transverse momentum integrates to `8πp²/3`. -/
theorem angular_integral (p : Fin 3 → ℝ) :
    ∫ θ in (0 : ℝ)..π, ∫ φ in (0 : ℝ)..(2 * π),
      (∑ s, (p ⬝ᵥ pol θ φ s) ^ 2) * sin θ = 8 * π / 3 * (p ⬝ᵥ p) := by
  simp_rw [intervalIntegral.integral_mul_const, azimuthal_integral]
  have h : ∀ θ, π * ((1 + cos θ ^ 2) * (p 0 ^ 2 + p 1 ^ 2) + 2 * sin θ ^ 2 * p 2 ^ 2) * sin θ
      = π * (p 0 ^ 2 + p 1 ^ 2 + 2 * p 2 ^ 2) * sin θ
        + π * (p 0 ^ 2 + p 1 ^ 2 - 2 * p 2 ^ 2) * (cos θ ^ 2 * sin θ) := by
    intro θ
    linear_combination 2 * π * p 2 ^ 2 * sin θ * sin_sq_add_cos_sq θ
  simp_rw [h]
  rw [polar_integral]
  simp only [dotProduct, Fin.sum_univ_three]
  ring
```

## Integrating up to the cutoff

Squaring the amplitude gives \(a_s^2=\alpha(p\cdot\varepsilon_s)^2/(4\pi^2m^2k)\). The factor \(k^2\) cancels this \(1/k\) and the one from the energy denominator, leaving a density that is the same for every \(k>0\):

\[
\frac{\alpha}{4\pi^2m^2}\cdot\frac{8\pi}{3}p^2=\frac{2\alpha p^2}{3\pi m^2}.
\]

```lean
/-- Every photon energy `k > 0` contributes equally to the second-order shift. -/
theorem shiftDensity_eq {α k : ℝ} (hα : 0 ≤ α) (hk : 0 < k) (m : ℝ) (p : Fin 3 → ℝ) :
    shiftDensity α m p k = α / (4 * π ^ 2 * m ^ 2) * (8 * π / 3 * (p ⬝ᵥ p)) := by
  have hamp : ∀ θ φ s, amp α m p k θ φ s ^ 2 =
      α / (4 * π ^ 2 * m ^ 2 * k) * (p ⬝ᵥ pol θ φ s) ^ 2 := by
    intro θ φ s
    rw [amp, neg_sq, div_pow, mul_pow, div_pow, Real.sq_sqrt (by positivity),
      Real.sq_sqrt (by positivity)]
    rcases eq_or_ne m 0 with rfl | hm
    · simp
    · field_simp
      ring
  have hpt : ∀ θ φ, (∑ s, amp α m p k θ φ s ^ 2) / k * (k ^ 2 * sin θ) =
      α / (4 * π ^ 2 * m ^ 2) * ((∑ s, (p ⬝ᵥ pol θ φ s) ^ 2) * sin θ) := by
    intro θ φ
    simp_rw [hamp]
    rw [← Finset.mul_sum]
    generalize ∑ s, (p ⬝ᵥ pol θ φ s) ^ 2 = S
    rcases eq_or_ne m 0 with rfl | hm
    · simp
    · field_simp
  unfold shiftDensity
  simp_rw [hpt, intervalIntegral.integral_const_mul]
  rw [angular_integral]
```

Multiplying by \(L\) gives the shift \(-2\alpha Lp^2/(3\pi m^2)=-Dp^2/(2m^2)\). In Lean the density is replaced by its constant value on \(0<k\le L\); the endpoint \(k=0\) does not affect the integral.

```lean
/-- The second-order energy shift is `-D p²/(2m²)` with `D` the electromagnetic mass. -/
theorem energyShift_eq {α L : ℝ} (hα : 0 ≤ α) (hL : 0 ≤ L) (m : ℝ) (p : Fin 3 → ℝ) :
    energyShift α m L p = -(emMass α L * (p ⬝ᵥ p) / (2 * m ^ 2)) := by
  have h : ∫ k in (0 : ℝ)..L, shiftDensity α m p k =
      ∫ _k in (0 : ℝ)..L, α / (4 * π ^ 2 * m ^ 2) * (8 * π / 3 * (p ⬝ᵥ p)) := by
    refine intervalIntegral.integral_congr_ae (Filter.Eventually.of_forall fun k hk => ?_)
    rw [Set.uIoc_of_le hL] at hk
    exact shiftDensity_eq hα hk.1 m p
  rw [energyShift, h, intervalIntegral.integral_const, smul_eq_mul, emMass]
  rcases eq_or_ne m 0 with rfl | hm
  · simp
  · field_simp
    ring
```

Because \(\int_0^\pi\sin^3\theta\,d\theta=2-\tfrac23=\tfrac43\), the same shift can be written

\[
-\frac{\alpha p^2}{2\pi m^2}\int_0^L\!\!\int_0^\pi\sin^3\theta\,d\theta\,dk .
\]

```lean
/-- The shift written as an integral of `sin³ θ` over photon energy and polar angle. -/
theorem energyShift_eq_sin_cubed {α L : ℝ} (hα : 0 ≤ α) (hL : 0 ≤ L) (m : ℝ)
    (p : Fin 3 → ℝ) : energyShift α m L p =
      -(α * (p ⬝ᵥ p) / (2 * π * m ^ 2) * ∫ _k in (0 : ℝ)..L, ∫ θ in (0 : ℝ)..π, sin θ ^ 3) := by
  have h : ∀ θ, sin θ ^ 3 = 1 * sin θ + (-1) * (cos θ ^ 2 * sin θ) := by
    intro θ
    linear_combination sin θ * sin_sq_add_cos_sq θ
  simp_rw [h]
  rw [polar_integral, intervalIntegral.integral_const, smul_eq_mul,
    energyShift_eq hα hL, emMass]
  rcases eq_or_ne m 0 with rfl | hm
  · simp
  · field_simp
    ring
```

## Reading the shift as a mass

The inverse mass has the exact remainder

\[
\frac1m-\frac{D}{m^2}-\frac1{m+D}=-\frac{D^2}{m^2(m+D)},
\]

whose size is at most \(D^2/m^3\) because \(D\ge0\). Multiplied by \(p^2/2\), this bounds the difference between the shifted energy and \(p^2/(2(m+D))\). The theorem `mass_renormalization` states the bound for every real momentum vector, \(\alpha\ge0\), \(L\ge0\) and \(m>0\). It compares the second-order energy with that of a heavier particle, and does not bound higher orders in \(\alpha\).

```lean
/-- The shifted electron energy equals the kinetic energy of a particle of mass `m + D`,
up to an error of at most `(D²/m³) p²/2`. -/
theorem mass_renormalization {α L m : ℝ} (hα : 0 ≤ α) (hL : 0 ≤ L) (hm : 0 < m)
    (p : Fin 3 → ℝ) :
    |(p ⬝ᵥ p) / (2 * m) + energyShift α m L p - (p ⬝ᵥ p) / (2 * (m + emMass α L))| ≤
      emMass α L ^ 2 / m ^ 3 * ((p ⬝ᵥ p) / 2) := by
  have hD : 0 ≤ emMass α L := by unfold emMass; positivity
  have hP : 0 ≤ p ⬝ᵥ p := by
    simp only [dotProduct, Fin.sum_univ_three]
    nlinarith [sq_nonneg (p 0), sq_nonneg (p 1), sq_nonneg (p 2)]
  rw [energyShift_eq hα hL]
  generalize emMass α L = D at *
  generalize p ⬝ᵥ p = P at *
  have hM : 0 < m + D := by linarith
  -- the exact remainder of the first-order expansion of the inverse mass
  have h : P / (2 * m) + -(D * P / (2 * m ^ 2)) - P / (2 * (m + D)) =
      -(D ^ 2 / (m ^ 2 * (m + D)) * (P / 2)) := by
    field_simp
    ring
  rw [h, abs_neg, abs_of_nonneg (by positivity)]
  refine mul_le_mul_of_nonneg_right ?_ (by positivity)
  refine div_le_div_of_nonneg_left (sq_nonneg D) (by positivity) ?_
  nlinarith [mul_nonneg (sq_nonneg m) hD]
```

## Keeping the A² term for classical modes

In a simpler model the least energy at fixed momentum \(p\) is exactly \(p^2/(2(m+D))\), with \(D\) now defined by the field modes, as given below. The model is a classical electron moving along one axis, coupled to finitely many oscillators with coordinates \(q_j\), momenta \(v_j\), frequencies \(\omega_j\) and couplings \(g_j\). Expanding the first square below produces the \(A^2\) term:

\[
E=\frac{(p-\sum_j g_jq_j)^2}{2m}+\sum_j\frac{v_j^2+\omega_j^2q_j^2}{2}.
\]

```lean
/-- Classical energy of an electron with momentum `p` along one axis, coupled to field modes
with coordinates `q`, momenta `v`, frequencies `ω` and couplings `g`, the `A²` term included. -/
def modeEnergy {ι : Type*} [Fintype ι] (m p : ℝ) (g ω q v : ι → ℝ) : ℝ :=
  (p - ∑ j, g j * q j) ^ 2 / (2 * m) + ∑ j, (v j ^ 2 + ω j ^ 2 * q j ^ 2) / 2
```

In this model \(D\) denotes \(\sum_j g_j^2/\omega_j^2\), a separate quantity that the file does not link to \(4\alpha L/(3\pi)\).

```lean
/-- The mass `∑ g²/ω²` contributed by finitely many field modes. -/
def modeMass {ι : Type*} [Fintype ι] (g ω : ι → ℝ) : ℝ := ∑ j, g j ^ 2 / ω j ^ 2
```

Put \(M=m+D\) and \(\delta_j=q_j-g_jp/(\omega_j^2M)\). Then \(p-\sum_j g_jq_j=pm/M-\sum_j g_j\delta_j\), the terms linear in \(\delta_j\) cancel, and the constants add up to \(p^2(m+D)/(2M^2)=p^2/(2M)\):

\[
E=\frac{p^2}{2M}+\frac{(\sum_j g_j\delta_j)^2}{2m}+\sum_j\frac{v_j^2+\omega_j^2\delta_j^2}{2}.
\]

This is `key` in the proof. The last two terms are nonnegative and vanish at \(\delta_j=v_j=0\), so `IsLeast` holds: \(p^2/(2M)\) is a lower bound and is attained. The theorem assumes \(m>0\) and nonzero frequencies.

```lean
/-- At fixed momentum `p` the least energy of electron and field modes is exactly
`p²/(2(m + D))`, where `D` is the mass contributed by the modes. -/
theorem modeEnergy_isLeast {ι : Type*} [Fintype ι] {m : ℝ} (hm : 0 < m) (p : ℝ)
    (g ω : ι → ℝ) (hω : ∀ j, ω j ≠ 0) :
    IsLeast (Set.range fun x : (ι → ℝ) × (ι → ℝ) => modeEnergy m p g ω x.1 x.2)
      (p ^ 2 / (2 * (m + modeMass g ω))) := by
  have hD : 0 ≤ modeMass g ω := Finset.sum_nonneg fun j _ => by positivity
  obtain ⟨M, hM⟩ : ∃ M, M = m + modeMass g ω := ⟨_, rfl⟩
  have hM0 : 0 < M := by linarith
  rw [← hM]
  -- complete the square around the displaced field
  have key : ∀ q v : ι → ℝ, modeEnergy m p g ω q v = p ^ 2 / (2 * M)
      + (∑ j, g j * (q j - g j * p / (ω j ^ 2 * M))) ^ 2 / (2 * m)
      + ∑ j, (v j ^ 2 + ω j ^ 2 * (q j - g j * p / (ω j ^ 2 * M)) ^ 2) / 2 := by
    intro q v
    have h1 : ∑ j, g j * (q j - g j * p / (ω j ^ 2 * M)) =
        ∑ j, g j * q j - p / M * modeMass g ω := by
      rw [modeMass, Finset.mul_sum, ← Finset.sum_sub_distrib]
      refine Finset.sum_congr rfl fun j _ => ?_
      have := hω j
      field_simp
    have h2 : ∑ j, (v j ^ 2 + ω j ^ 2 * (q j - g j * p / (ω j ^ 2 * M)) ^ 2) / 2 =
        ∑ j, (v j ^ 2 + ω j ^ 2 * q j ^ 2) / 2 - p / M * ∑ j, g j * q j
          + p ^ 2 / (2 * M ^ 2) * modeMass g ω := by
      rw [modeMass, Finset.mul_sum, Finset.mul_sum, ← Finset.sum_sub_distrib,
        ← Finset.sum_add_distrib]
      refine Finset.sum_congr rfl fun j _ => ?_
      have := hω j
      field_simp
      ring
    have h3 : modeMass g ω = M - m := by linarith
    rw [h1, h2, h3, modeEnergy]
    field_simp
    ring
  constructor
  · refine ⟨(fun j => g j * p / (ω j ^ 2 * M), fun _ => 0), ?_⟩
    simp [key]
  · rintro _ ⟨⟨q, v⟩, rfl⟩
    simp only [key]
    have h1 : 0 ≤ ∑ j, (v j ^ 2 + ω j ^ 2 * (q j - g j * p / (ω j ^ 2 * M)) ^ 2) / 2 :=
      Finset.sum_nonneg fun j _ => by positivity
    have h2 : 0 ≤ (∑ j, g j * (q j - g j * p / (ω j ^ 2 * M))) ^ 2 / (2 * m) := by
      positivity
    linarith

end

end PauliFierzMass
```

```lean
#print axioms PauliFierzMass.energyShift_eq_sin_cubed
#print axioms PauliFierzMass.mass_renormalization
#print axioms PauliFierzMass.modeEnergy_isLeast
```

```
'PauliFierzMass.energyShift_eq_sin_cubed' depends on axioms: [propext, Classical.choice, Quot.sound]
'PauliFierzMass.mass_renormalization' depends on axioms: [propext, Classical.choice, Quot.sound]
'PauliFierzMass.modeEnergy_isLeast' depends on axioms: [propext, Classical.choice, Quot.sound]
```
